# Inside the band, the self-energy error of an ideal chain lead is of first order in the imaginary energy

In a Green's-function transport calculation, the lead self-energy is usually evaluated at \(E+ih\), with a small \(h>0\) that selects the retarded solution. The result serves as an approximation to the value at the real energy \(E\). For a uniform, non-interacting, semi-infinite chain with one orbital per site and nearest-neighbour hopping, and for an energy strictly inside its band, the error of this replacement is of first order in \(h\), and its coefficient is known exactly.

```lean
import Mathlib

open Filter Topology
open Complex (I)

namespace LeadSelfEnergyBroadening

noncomputable section
```

## The surface equation and its decaying root

Let the lead be a chain with on-site energy zero and hopping \(t>0\), coupled to the device by the same \(t\). Removing the first site of a semi-infinite chain leaves the same chain, so its surface Green's function at complex energy \(z\) satisfies \(g=1/(z-t^2g)\). The self-energy on the device's end site is \(S=t^2g\), hence

\[
S^2-zS+t^2=0 .
\]

The two roots have product \(t^2\). The root with \(|S|<t\) belongs to states whose amplitude changes by a factor of modulus \(|S|/t<1\) per site and so decays into the lead. The predicate takes the equation and this condition as its definition of a self-energy; the recursion for \(g\) is the physics behind it and is not derived in Lean.

```lean
/-- `S` is a self-energy of the semi-infinite chain with hopping `t` at complex energy `z`:
it solves the surface equation `S² - zS + t² = 0` and satisfies `|S| < t`. -/
def IsSelfEnergy (t : ℝ) (z S : ℂ) : Prop :=
  S ^ 2 - z * S + (t : ℂ) ^ 2 = 0 ∧ ‖S‖ < t
```

Here `t` is real, while `z` and `S` are complex numbers. With one orbital per site and hopping between nearest neighbours only, the self-energy is a scalar; for a lead with several orbitals per cell it is in general a matrix.

## Values on the real axis

For \(|E|<2t\) and \(h=0\), the quadratic formula gives two complex conjugate roots. Both have modulus \(t\), so neither satisfies `IsSelfEnergy`, and the values on the real axis get definitions of their own. The imaginary parts of the roots are \(\mp\Gamma/2\), where \(\Gamma\) is the level broadening:

\[
\Gamma=\sqrt{4t^2-E^2}.
\]

```lean
/-- The level broadening `Γ(E) = √(4t² - E²)` of the ideal lead, for energies `|E| ≤ 2t`. -/
def broadening (t E : ℝ) : ℝ := Real.sqrt (4 * t ^ 2 - E ^ 2)
```

The root with negative imaginary part is the retarded value, \(R=(E-i\Gamma)/2\).

```lean
/-- The retarded self-energy `(E - iΓ)/2` on the real axis, for energies `|E| ≤ 2t`. -/
def retarded (t E : ℝ) : ℂ := ((E : ℂ) - I * (broadening t E : ℂ)) / 2
```

The other one is the advanced value, \(A=(E+i\Gamma)/2\).

```lean
/-- The advanced self-energy `(E + iΓ)/2` on the real axis, for energies `|E| ≤ 2t`. -/
def advanced (t E : ℝ) : ℂ := ((E : ℂ) + I * (broadening t E : ℂ)) / 2
```

Strictly inside the band, \(4t^2-E^2=(2t-E)(2t+E)\) is a product of two positive factors. Therefore \(\Gamma>0\) and \(\Gamma^2=4t^2-E^2\).

```lean
lemma broadening_pos_sq {t E : ℝ} (hE : |E| < 2 * t) :
    0 < broadening t E ∧ broadening t E ^ 2 = 4 * t ^ 2 - E ^ 2 := by
  obtain ⟨h1, h2⟩ := abs_lt.1 hE
  have hp : 0 < 4 * t ^ 2 - E ^ 2 := by
    nlinarith [mul_pos (sub_pos.2 h2) (sub_pos.2 h1)]
  exact ⟨Real.sqrt_pos.2 hp, Real.sq_sqrt hp.le⟩
```

The call to `nlinarith` receives exactly this product of positive factors.

## Factorising the equation at finite \(h\)

The sum and product of the real-axis values are

\[
R+A=E,\qquad RA=\frac{E^2+\Gamma^2}{4}=t^2 .
\]

If \(S\) solves the surface equation at \(z=E+ih\), then

\[
(S-R)(S-A)=S^2-ES+t^2=(z-E)S=ihS .
\]

```lean
/-- Inside the band, the surface equation at energy `E + ih` factorises over the retarded and
advanced values at `E`, with the source term `ihS`. -/
theorem surface_factor {t E h : ℝ} {S : ℂ} (hE : |E| < 2 * t)
    (hS : IsSelfEnergy t (E + h * I) S) :
    (S - retarded t E) * (S - advanced t E) = h * I * S := by
  have hw : (broadening t E : ℂ) ^ 2 = 4 * (t : ℂ) ^ 2 - (E : ℂ) ^ 2 := by
    exact_mod_cast (broadening_pos_sq hE).2
  unfold retarded advanced
  linear_combination hS.1 + (1 / 4) * hw - ((broadening t E : ℂ) ^ 2 / 4) * Complex.I_sq
```

`linear_combination` combines the surface equation `hS.1` with \(\Gamma^2=4t^2-E^2\) and \(i^2=-1\), and leaves a polynomial identity to check.

## Distance from the advanced value

To turn the factorisation into an error estimate, \(S\) must be kept away from \(A\). Multiply the surface equation by the complex conjugate of \(S\) and take the imaginary part:

\[
\operatorname{Im}S\,\bigl(t^2-|S|^2\bigr)=-h|S|^2 .
\]

The bracket is positive because \(|S|<t\), and the right-hand side is not positive. So \(\operatorname{Im}S\le 0\), while \(\operatorname{Im}A=\Gamma/2\), and

\[
|S-A|\ \ge\ |\operatorname{Im}(S-A)|\ \ge\ \frac{\Gamma}{2}.
\]

```lean
/-- For `h > 0` the self-energy at `E + ih` stays at least `Γ(E)/2` away from the advanced
value at `E`. -/
theorem advanced_gap {t E h : ℝ} {S : ℂ} (hh : 0 < h)
    (hS : IsSelfEnergy t (E + h * I) S) :
    broadening t E / 2 ≤ ‖S - advanced t E‖ := by
  have hre := congrArg Complex.re hS.1
  have him := congrArg Complex.im hS.1
  simp [pow_two] at hre him
  have hn : S.re * S.re + S.im * S.im < t ^ 2 := by
    rw [← Complex.normSq_apply, ← Complex.sq_norm]
    exact pow_lt_pow_left₀ hS.2 (norm_nonneg S) two_ne_zero
  -- the imaginary part of the surface equation multiplied by the conjugate of S
  have key : S.im * (t ^ 2 - (S.re * S.re + S.im * S.im))
      = -(h * (S.re * S.re + S.im * S.im)) := by
    linear_combination S.im * hre - S.re * him
  have hneg : S.im ≤ 0 := by
    by_contra hc
    have h1 := mul_pos (not_le.1 hc) (sub_pos.2 hn)
    have h2 : 0 ≤ h * (S.re * S.re + S.im * S.im) :=
      mul_nonneg hh.le (add_nonneg (mul_self_nonneg _) (mul_self_nonneg _))
    linarith
  have hA : (advanced t E).im = broadening t E / 2 := by simp [advanced]
  have h3 := Complex.abs_im_le_norm (S - advanced t E)
  rw [Complex.sub_im, hA] at h3
  linarith [neg_le_abs (S.im - broadening t E / 2)]
```

The real and imaginary parts of the surface equation are `hre` and `him`; `key` is the displayed identity, and `hneg` is the sign of \(\operatorname{Im}S\). This is where the decay condition picks the retarded side.

## A bound for every positive \(h\)

Taking moduli in the factorised equation gives

\[
|S-R|\,\frac{\Gamma}{2}\le |S-R|\,|S-A|=h|S|\le ht,
\qquad\text{so}\qquad |S-R|\le\frac{2th}{\Gamma}.
\]

```lean
/-- Error bound at finite `h > 0`: inside the band, the self-energy at `E + ih` differs from the
retarded value at `E` by at most `2th/Γ(E)`. -/
theorem error_bound {t E h : ℝ} {S : ℂ} (hE : |E| < 2 * t) (hh : 0 < h)
    (hS : IsSelfEnergy t (E + h * I) S) :
    ‖S - retarded t E‖ ≤ 2 * t * h / broadening t E := by
  rw [le_div_iff₀ (broadening_pos_sq hE).1]
  have hf := congrArg norm (surface_factor hE hS)
  simp only [norm_mul, Complex.norm_I, Complex.norm_real, Real.norm_of_nonneg hh.le,
    mul_one] at hf
  have h1 := mul_le_mul_of_nonneg_left (advanced_gap hh hS) (norm_nonneg (S - retarded t E))
  have h2 := mul_le_mul_of_nonneg_left hS.2.le hh.le
  linarith
```

The bound holds at each finite \(h>0\), not only for small \(h\).

## The first-order coefficient

Now let \(S(h)\) be a self-energy at \(E+ih\) for each \(h>0\). The bound forces \(S(h)\to R\) as \(h\to0^+\). Dividing the factorised equation by \(h(S-A)\), which is non-zero, gives

\[
\frac{S(h)-R}{h}=\frac{iS(h)}{S(h)-A}\ \longrightarrow\ \frac{iR}{R-A}=\frac{iR}{-i\Gamma}=-\frac{R}{\Gamma}.
\]

In Lean, `S : ℝ → ℂ` is any function for which `hS` holds at positive `h`; neither continuity nor an explicit formula is assumed.

```lean
/-- First-order law: for `|E| < 2t`, the error of the self-energy at `E + ih`, divided by `h`,
tends to `-R/Γ(E)` as `h → 0+`, where `R` is the retarded value at `E`. -/
theorem error_slope {t E : ℝ} {S : ℝ → ℂ} (hE : |E| < 2 * t)
    (hS : ∀ h : ℝ, 0 < h → IsSelfEnergy t (E + h * I) (S h)) :
    Tendsto (fun h : ℝ => (S h - retarded t E) / (h : ℂ)) (𝓝[>] 0)
      (𝓝 (-retarded t E / (broadening t E : ℂ))) := by
  have hw := (broadening_pos_sq hE).1
  have hwc : (broadening t E : ℂ) ≠ 0 := Complex.ofReal_ne_zero.2 hw.ne'
  -- the error bound gives convergence to the retarded value
  have hlim : Tendsto S (𝓝[>] 0) (𝓝 (retarded t E)) := by
    have hc : Continuous (fun h : ℝ => 2 * t * h / broadening t E) := by fun_prop
    have h0 := (hc.tendsto 0).mono_left (nhdsWithin_le_nhds (s := Set.Ioi (0 : ℝ)))
    simp only [mul_zero, zero_div] at h0
    refine tendsto_iff_norm_sub_tendsto_zero.2 (squeeze_zero' ?_ ?_ h0)
    · exact Eventually.of_forall fun h => norm_nonneg _
    · filter_upwards [self_mem_nhdsWithin] with h hh
      exact error_bound hE hh (hS h hh)
  have hRA : retarded t E - advanced t E = -(I * (broadening t E : ℂ)) := by
    unfold retarded advanced
    ring
  have hd : -(I * (broadening t E : ℂ)) ≠ 0 := neg_ne_zero.2 (mul_ne_zero Complex.I_ne_zero hwc)
  have key : Tendsto (fun h : ℝ => I * S h / (S h - advanced t E)) (𝓝[>] 0)
      (𝓝 (I * retarded t E / (retarded t E - advanced t E))) :=
    (hlim.const_mul I).div (hlim.sub_const _) (by rw [hRA]; exact hd)
  have e : I * retarded t E / (retarded t E - advanced t E)
      = -retarded t E / (broadening t E : ℂ) := by
    rw [hRA, div_eq_div_iff hd hwc]
    ring
  rw [e] at key
  -- for h > 0 the quotient is given exactly by the factorised equation
  refine key.congr' ?_
  filter_upwards [self_mem_nhdsWithin] with h hh
  have hh' : 0 < h := hh
  have hne : S h - advanced t E ≠ 0 :=
    norm_pos_iff.1 (lt_of_lt_of_le (half_pos hw) (advanced_gap hh' (hS h hh')))
  rw [div_eq_div_iff hne (Complex.ofReal_ne_zero.2 hh'.ne')]
  linear_combination -surface_factor hE (hS h hh')
```

In the proof, `hlim` obtains \(S(h)\to R\) by squeezing, and `key` starts as the limit of \(iS/(S-A)\), whose value is then rewritten as \(-R/\Gamma\). The passage from that function to the error quotient is made by `Tendsto.congr'`. Given a limit for one function, this lemma transfers it to a second function that agrees with the first eventually along the filter. The filter `𝓝[>] 0` describes the approach to zero from the right, so "eventually" means on some interval \((0,\varepsilon)\). The line `filter_upwards [self_mem_nhdsWithin] with h hh` reduces the task to a single `h` with `hh : h ∈ Set.Ioi 0`, that is, \(h>0\). This is just what `hS`, the gap and the division by \(h\) require. The values of `S` at zero and at negative arguments never enter, and the final `linear_combination` is the factorised equation again.

## Size of the error and loss of broadening

The next two theorems read off the modulus and the imaginary part of the complex coefficient. By definition, \(\operatorname{Re}R=E/2\) and \(\operatorname{Im}R=-\Gamma/2\).

```lean
lemma retarded_re_im (t E : ℝ) :
    (retarded t E).re = E / 2 ∧ (retarded t E).im = -broadening t E / 2 := by
  constructor <;> simp [retarded]
```

Hence \(|R|^2=(E^2+\Gamma^2)/4=t^2\), and taking moduli in the first-order law gives

\[
\frac{|S(h)-R|}{h}\longrightarrow\frac{t}{\Gamma}.
\]

```lean
/-- For `|E| < 2t` the modulus of the self-energy error is linear in `h` to leading order: divided
by `h`, it tends to `t/Γ(E)` as `h → 0+`. -/
theorem error_norm_slope {t E : ℝ} {S : ℝ → ℂ} (hE : |E| < 2 * t)
    (hS : ∀ h : ℝ, 0 < h → IsSelfEnergy t (E + h * I) (S h)) :
    Tendsto (fun h : ℝ => ‖S h - retarded t E‖ / h) (𝓝[>] 0) (𝓝 (t / broadening t E)) := by
  obtain ⟨hw, hsq⟩ := broadening_pos_sq hE
  have ht : 0 ≤ t := by linarith [abs_nonneg E]
  have hR : ‖retarded t E‖ = t := by
    refine (sq_eq_sq₀ (norm_nonneg _) ht).1 ?_
    rw [Complex.sq_norm, Complex.normSq_apply, (retarded_re_im t E).1, (retarded_re_im t E).2]
    linear_combination (1 / 4) * hsq
  have key := (error_slope hE hS).norm
  rw [norm_div, norm_neg, hR, Complex.norm_real, Real.norm_of_nonneg hw.le] at key
  refine key.congr' ?_
  filter_upwards [self_mem_nhdsWithin] with h hh
  rw [norm_div, Complex.norm_real, Real.norm_of_nonneg (le_of_lt hh)]
```

The limit is taken at fixed \(E\), and its value grows without bound as \(E\) approaches either band edge. At \(E=2t\) itself \(R=A=t\), the factorisation becomes \((S-t)^2=ihS\), and the error scales as \(\sqrt{th}\); this edge law lies beyond the theorems here, all of whose limits assume \(|E|<2t\).

For the broadening, write the coefficient as \(-R/\Gamma=-E/(2\Gamma)+i/2\). The broadening computed at finite \(h\) is \(-2\operatorname{Im}S(h)\), so

\[
\frac{-2\operatorname{Im}S(h)-\Gamma}{h}=-2\operatorname{Im}\frac{S(h)-R}{h}\longrightarrow-1 .
\]

```lean
/-- For `|E| < 2t`, the error of the broadening `-2 Im S`, divided by `h`, tends to `-1` as
`h → 0+`. -/
theorem broadening_slope {t E : ℝ} {S : ℝ → ℂ} (hE : |E| < 2 * t)
    (hS : ∀ h : ℝ, 0 < h → IsSelfEnergy t (E + h * I) (S h)) :
    Tendsto (fun h : ℝ => (-2 * (S h).im - broadening t E) / h) (𝓝[>] 0) (𝓝 (-1)) := by
  have hw := (broadening_pos_sq hE).1.ne'
  have key := error_slope hE hS
  have h1 := ((Complex.continuous_im.tendsto _).comp key).const_mul (-2)
  convert h1 using 1
  · funext h
    rw [Function.comp_apply, Complex.div_ofReal_im, Complex.sub_im, (retarded_re_im t E).2]
    ring
  · rw [Complex.div_ofReal_im, Complex.neg_im, (retarded_re_im t E).2]
    congr 1
    field_simp
```

The proof composes the complex limit with the continuous map `im` and multiplies by \(-2\); `convert` then matches the function and the limit separately. To first order, the computed broadening is too small by \(h\) at every energy inside the band, although the modulus of the total error depends on \(E\).

Consider a device that is one more site of the same chain, with a lead on each side. Suppose that a transport program evaluates \(S\) at \(E+ih\), uses the same complex energy on the device site, so that \(G=1/(E+ih-2S)\), and computes the transmission as \((-2\operatorname{Im}S)^2|G|^2\). At \(h=0\) the denominator is \(E-2R=i\Gamma\), and the transmission is 1. Inserting \(S\approx R-hR/\Gamma\) changes the denominator to \(i\Gamma+hE/\Gamma\), whose modulus has no first-order correction. The two broadening factors each lose \(h\), so the transmission comes out as about \(1-2h/\Gamma\). With \(t=1\) eV, \(E=0\) and \(h=1\) meV, that is about 0.999 for a perfect chain. The loss is due to the \(ih\) on the device site. If the program keeps \(S\) at \(E+ih\) but uses the real energy there, \(G=1/(E-2S)\), the denominator is \(i(\Gamma-h)+hE/\Gamma\) to first order. Its smaller modulus then compensates the lost broadening, and the transmission is 1 to first order in \(h\).

## Band centre

At \(E=0\) we have \(\Gamma=2t\) and \(R=-it\), so \(t/\Gamma=1/2\):

\[
\frac{|S(h)+it|}{h}\longrightarrow\frac12 .
\]

```lean
/-- Band centre: for `t > 0`, `|S(ih) + it|/h` tends to `1/2` as `h → 0+`. -/
theorem band_centre {t : ℝ} {S : ℝ → ℂ} (ht : 0 < t)
    (hS : ∀ h : ℝ, 0 < h → IsSelfEnergy t (h * I) (S h)) :
    Tendsto (fun h : ℝ => ‖S h + t * I‖ / h) (𝓝[>] 0) (𝓝 (1 / 2)) := by
  have key := error_norm_slope (t := t) (E := 0) (S := S) (by rw [abs_zero]; linarith)
    (fun h hh => by simpa using hS h hh)
  have hb : broadening t 0 = 2 * t := by
    unfold broadening
    rw [show 4 * t ^ 2 - (0 : ℝ) ^ 2 = (2 * t) ^ 2 by ring, Real.sqrt_sq (by linarith)]
  have hR : retarded t 0 = -(t * I) := by
    unfold retarded
    rw [hb]
    push_cast
    ring
  have hq : t / (2 * t) = 1 / 2 := by
    rw [div_eq_div_iff (by linarith) two_ne_zero]
    ring
  simp only [hR, hb, sub_neg_eq_add, hq] at key
  exact key
```

The coefficient is the same for every hopping \(t>0\). The proof specialises `error_norm_slope` to `E := 0` and simplifies the constants.

## An explicit solution at the centre

The limits concern any \(S\) that satisfies the hypotheses, and at \(E=0\) such an \(S\) can be written down. Put \(S=ia\) with real \(a\). At \(z=ih\) the surface equation becomes \(a^2-ha-t^2=0\), and one root is

\[
a=\frac{h-\sqrt{h^2+4t^2}}{2}.
\]

Since \(h\le\sqrt{h^2+4t^2}<h+2t\), we have \(-t<a\le0\), and therefore \(|S|<t\).

```lean
/-- For `t, h > 0`, the number `i(h - √(h² + 4t²))/2` is a self-energy at the energy `ih`. -/
theorem isSelfEnergy_witness {t h : ℝ} (ht : 0 < t) (hh : 0 < h) :
    IsSelfEnergy t (h * I) ((((h - Real.sqrt (h ^ 2 + 4 * t ^ 2)) / 2 : ℝ) : ℂ) * I) := by
  have hr := Real.sq_sqrt (show 0 ≤ h ^ 2 + 4 * t ^ 2 by positivity)
  have hr0 := Real.sqrt_nonneg (h ^ 2 + 4 * t ^ 2)
  obtain ⟨a, ha⟩ : ∃ a, a = (h - Real.sqrt (h ^ 2 + 4 * t ^ 2)) / 2 := ⟨_, rfl⟩
  rw [← ha]
  have hq : a ^ 2 - h * a - t ^ 2 = 0 := by
    rw [ha]
    linear_combination (1 / 4) * hr
  have hqc : (a : ℂ) ^ 2 - h * a - (t : ℂ) ^ 2 = 0 := by exact_mod_cast hq
  constructor
  · linear_combination (-1) * hqc + ((a : ℂ) ^ 2 - h * a) * Complex.I_sq
  · rw [norm_mul, Complex.norm_I, mul_one, Complex.norm_real, Real.norm_eq_abs, abs_lt]
    have hup : Real.sqrt (h ^ 2 + 4 * t ^ 2) < h + 2 * t := by
      nlinarith [mul_pos hh ht]
    have hlow : h ≤ Real.sqrt (h ^ 2 + 4 * t ^ 2) :=
      (Real.le_sqrt' hh).2 (by nlinarith [sq_nonneg t])
    constructor <;> linarith

end

end LeadSelfEnergyBroadening
```

In the proof, `hq` is the real quadratic, while `hup` and `hlow` are the two bounds on the square root. At other band energies a decaying root exists as well: if neither root had modulus below \(t\), both would have modulus \(t\), because their product is \(t^2\). They would then be complex conjugates of each other with a real sum, whereas the sum is \(E+ih\).

```lean
#print axioms LeadSelfEnergyBroadening.error_slope
#print axioms LeadSelfEnergyBroadening.broadening_slope
#print axioms LeadSelfEnergyBroadening.band_centre
```

```
'LeadSelfEnergyBroadening.error_slope' depends on axioms: [propext, Classical.choice, Quot.sound]
'LeadSelfEnergyBroadening.broadening_slope' depends on axioms: [propext, Classical.choice, Quot.sound]
'LeadSelfEnergyBroadening.band_centre' depends on axioms: [propext, Classical.choice, Quot.sound]
```
